# Atomic weights that sum to one carry symmetry, negativity and electron conservation from a grid response to atoms

Take two grid points and a response that moves electrons between them,

$$X=\begin{pmatrix}-1&1\\1&-1\end{pmatrix}.$$

Let atom 0 have weights $w_0=(s,t)$ on the two points, and let atom 1 have the rest, $w_1=(1-s,1-t)$. A constant potential produces no response, and $w_0+w_1$ is constant, so $Xw_1=-Xw_0$. With $Xw_0=(s-t)(-1,1)$, the numbers $K_{AB}=w_A^TXw_B$ are

$$K=(s-t)^2\begin{pmatrix}-1&1\\1&-1\end{pmatrix}.$$

This matrix is symmetric and negative semidefinite, and its rows sum to zero. The same holds for any finite grid and any finite number of atoms, provided that $X$ has these three properties and the weights sum to one at every point.

```lean
import Mathlib

open Matrix

namespace StockholderCondensedResponse

noncomputable section

variable {G A F : Type*} [Fintype G] [Fintype A]
```

`G` is the set of grid points, `A` the set of atoms and `F` a set of fragments. Grid and atoms are finite.

## From grid to atoms

```lean
/-- The atom-condensed response `K_AB = w_Aᵀ X w_B` of a grid response `X`. -/
def condensed (X : Matrix G G ℝ) (w : A → G → ℝ) : Matrix A A ℝ :=
  Matrix.of fun a b => w a ⬝ᵥ X *ᵥ w b
```

The matrix element $X_{gh}$ is the change in electron number at point $g$ per unit of static potential energy at point $h$, to first order. In Lean, `*ᵥ` applies a matrix to a vector and `⬝ᵥ` is the dot product, so the definition reads

$$K_{ab}=\sum_{g,h}w_a(g)\,X_{gh}\,w_b(h).$$

```lean
/-- The grid potential obtained by spreading atomic potentials `v` with the atomic weights. -/
def spread (w : A → G → ℝ) (v : A → ℝ) : G → ℝ :=
  fun g => ∑ a, v a * w a g
```

Atomic potentials $v_a$ become the grid potential $\sum_a v_a w_a(g)$.

```lean
/-- Stockholder weights: the share of each atomic density in the promolecular density. -/
def stockholder (ρ : A → G → ℝ) : A → G → ℝ :=
  fun a g => ρ a g / ∑ b, ρ b g
```

These are the stockholder weights $\rho_a(g)/\sum_b\rho_b(g)$, where $\rho_a$ is the reference density of atom $a$.

```lean
omit [Fintype G] in
/-- Stockholder weights sum to one at each grid point where the promolecular density
does not vanish. -/
theorem stockholder_sum (ρ : A → G → ℝ) (g : G) (h : ∑ b, ρ b g ≠ 0) :
    ∑ a, stockholder ρ a g = 1 := by
  unfold stockholder
  rw [← Finset.sum_div, div_self h]
```

The shares have a common denominator, so their sum is $\sum_a\rho_a(g)/\sum_b\rho_b(g)=1$ wherever the promolecular density $\sum_b\rho_b(g)$ is nonzero. The two rewriting steps do exactly this. The later theorems accept any real weights that sum to one, including negative ones.

```lean
omit [Fintype A] in
/-- The condensed response is the matrix product `W X Wᵀ`, the rows of `W` being the
atomic weights. -/
theorem condensed_eq_mul (X : Matrix G G ℝ) (w : A → G → ℝ) :
    condensed X w = Matrix.of w * X * (Matrix.of w)ᵀ := by
  rw [Matrix.mul_assoc]
  rfl
```

With $W_{ag}=w_a(g)$, the definition is $K=WXW^T$. After the brackets are moved, `rfl` confirms that both sides are the same by definition.

```lean
/-- The condensed response between two sets of atomic potentials equals the grid response
between the corresponding spread potentials. -/
theorem condensed_bilinear (X : Matrix G G ℝ) (w : A → G → ℝ) (p q : A → ℝ) :
    p ⬝ᵥ condensed X w *ᵥ q = spread w p ⬝ᵥ X *ᵥ spread w q := by
  rw [condensed_eq_mul, ← Matrix.mulVec_mulVec, ← Matrix.mulVec_mulVec,
    Matrix.dotProduct_mulVec, Matrix.mulVec_transpose]
  rfl
```

For atomic potentials $p$ and $q$,

$$p^TKq=p^TWXW^Tq=(W^Tp)^TX(W^Tq),$$

and $W^Tp$ is the spread potential of $p$. The `rw` line splits the matrix product and moves the outer factors onto the potentials in the same way.

```lean
/-- Condensing from grid to atoms and then from atoms to fragments is one condensation
from grid to fragments with the composed weights. -/
theorem condensed_condensed (X : Matrix G G ℝ) (w : A → G → ℝ) (u : F → A → ℝ) :
    condensed (condensed X w) u = condensed X (fun f => spread w (u f)) := by
  ext f f'
  exact condensed_bilinear X w (u f) (u f')
```

Let $u_f(a)$ be the weight of atom $a$ in fragment $f$. The fragment response is $u_f^TKu_{f'}$, which by the previous theorem is the grid response between the spread weights $\sum_a u_f(a)w_a$ and $\sum_a u_{f'}(a)w_a$. Condensing in two stages therefore equals condensing once.

## Conservation and sign

```lean
/-- If the grid response has zero row sums and the weights sum to one at each grid point,
the condensed response has zero row sums. -/
theorem condensed_row_sum (X : Matrix G G ℝ) (w : A → G → ℝ)
    (hrow : ∀ g, ∑ h, X g h = 0) (hw : ∀ g, ∑ a, w a g = 1) (a : A) :
    ∑ b, condensed X w a b = 0 := by
  simp only [condensed, Matrix.of_apply, dotProduct, Matrix.mulVec]
  rw [Finset.sum_comm]
  apply Finset.sum_eq_zero
  intro g _
  -- the sum over atoms turns the second weight into the constant one
  rw [← Finset.mul_sum, Finset.sum_comm]
  simp only [← Finset.mul_sum, hw, mul_one, hrow, mul_zero]
```

The hypothesis `hrow` says that a uniform potential shift leaves the density unchanged, as it does at fixed electron number. The hypothesis `hw` says that the atoms together account for each grid point exactly once. Then

$$\sum_bK_{ab}=\sum_gw_a(g)\sum_hX_{gh}\sum_bw_b(h)=\sum_gw_a(g)\sum_hX_{gh}=0.$$

The two uses of `Finset.sum_comm` exchange the sums, and the last `simp only` inserts `hw` and then `hrow`.

```lean
/-- For a symmetric, negative semidefinite grid response with zero row sums and weights that sum to
one, the condensed response is symmetric, negative semidefinite and has zero row sums, and the
atomic population changes induced by any atomic potentials `v` add up to zero. -/
theorem condensed_response (X : Matrix G G ℝ) (w : A → G → ℝ)
    (hsymm : X.IsSymm) (hneg : ∀ u : G → ℝ, u ⬝ᵥ X *ᵥ u ≤ 0)
    (hrow : ∀ g, ∑ h, X g h = 0) (hw : ∀ g, ∑ a, w a g = 1) :
    (condensed X w).IsSymm ∧
    (∀ v : A → ℝ, v ⬝ᵥ condensed X w *ᵥ v ≤ 0) ∧
    (∀ a, ∑ b, condensed X w a b = 0) ∧
    (∀ v : A → ℝ, ∑ a, (condensed X w *ᵥ v) a = 0) := by
  have hK : (condensed X w).IsSymm := by
    rw [Matrix.IsSymm, condensed_eq_mul, Matrix.transpose_mul, Matrix.transpose_mul,
      Matrix.transpose_transpose, hsymm.eq, Matrix.mul_assoc]
  refine ⟨hK, fun v => ?_, condensed_row_sum X w hrow hw, fun v => ?_⟩
  · rw [condensed_bilinear]
    exact hneg _
  · -- by symmetry the column sums vanish as well
    simp only [Matrix.mulVec, dotProduct]
    rw [Finset.sum_comm]
    apply Finset.sum_eq_zero
    intro b _
    have hcol : ∑ a, condensed X w a b = 0 := by
      rw [← condensed_row_sum X w hrow hw b]
      exact Finset.sum_congr rfl fun a _ => hK.apply b a
    rw [← Finset.sum_mul, hcol, zero_mul]
```

Two more hypotheses enter. `hsymm` is the reciprocity of static response. `hneg` says that the second-order energy $\tfrac12u^TXu$ is never positive, as for a ground state. Both are assumed here and not derived from a Hamiltonian.

The conclusion has four parts, joined by `∧`:

- **Symmetry:** $K^T=(WXW^T)^T=WX^TW^T=K$. This is `hK`.
- **Negativity:** $v^TKv=u^TXu\le0$, where $u$ is the spread potential of $v$.
- **Zero row sums:** this is the preceding theorem.
- **Electron conservation:** with the weights held fixed, the population changes are $(Kv)_a$, and by symmetry
$$\sum_a(Kv)_a=\sum_bv_b\sum_aK_{ab}=\sum_bv_b\sum_aK_{ba}=0.$$

In the code, `hcol` is the vanishing column sum in the last line. The result bears on charge-flow terms in polarisable models, within static linear response on a finite grid; it says nothing about the dipoles induced inside each atom. Weights that are recomputed from the perturbed density, as in iterative stockholder schemes, would add a further term to the population changes.

## Potentials without a response

```lean
/-- Let the grid response have zero row sums and let the weights sum to one at each grid point. If
only constant grid potentials have zero quadratic response and the atomic weights are linearly
independent, then the condensed quadratic response vanishes exactly for equal potentials on all
atoms. -/
theorem condensed_quadratic_eq_zero_iff (X : Matrix G G ℝ) (w : A → G → ℝ)
    (hrow : ∀ g, ∑ h, X g h = 0) (hw : ∀ g, ∑ a, w a g = 1)
    (hker : ∀ u : G → ℝ, u ⬝ᵥ X *ᵥ u = 0 → ∃ c : ℝ, u = fun _ => c)
    (hli : LinearIndependent ℝ w) (v : A → ℝ) :
    v ⬝ᵥ condensed X w *ᵥ v = 0 ↔ ∃ c : ℝ, v = fun _ => c := by
  rw [condensed_bilinear]
  constructor
  · intro h
    obtain ⟨c, hc⟩ := hker _ h
    -- the deviations from the constant combine the weights to zero
    have hz : ∑ a, (v a - c) • w a = 0 := by
      ext g
      have hg := congrFun hc g
      simp only [spread] at hg
      simp only [Finset.sum_apply, Pi.smul_apply, smul_eq_mul, sub_mul,
        Finset.sum_sub_distrib, ← Finset.mul_sum, hw, hg, Pi.zero_apply]
      ring
    refine ⟨c, funext fun a => ?_⟩
    have ha := Fintype.linearIndependent_iff.mp hli (fun a => v a - c) hz a
    exact sub_eq_zero.mp ha
  · rintro ⟨c, rfl⟩
    have hs : spread w (fun _ => c) = fun _ => c := by
      ext g
      simp only [spread, ← Finset.mul_sum, hw, mul_one]
    have hx : X *ᵥ (fun _ => c) = 0 := by
      ext g
      simp only [Matrix.mulVec, dotProduct, ← Finset.sum_mul, hrow, zero_mul, Pi.zero_apply]
    rw [hs, hx, dotProduct_zero]
```

Here `hker` requires that only constant grid potentials have $u^TXu=0$. This is a strong condition: a response built from few orbital pairs on a large grid has many other silent potentials. The hypothesis `hli` says that no atomic weight function is a linear combination of the others.

If $v^TKv=0$, the spread potential equals some constant $c$. Since the weights sum to one,

$$\sum_a(v_a-c)\,w_a(g)=c-c=0,$$

and linear independence gives $v_a=c$ for every atom. This is `hz` followed by `ha`. Conversely, equal atomic potentials $c$ spread to the constant $c$, which $X$ sends to zero; these are `hs` and `hx`.

## Three atoms on two points

```lean
/-- A response on two grid points that moves charge from one point to the other. -/
def pairResponse : Matrix (Fin 2) (Fin 2) ℝ := !![-1, 1; 1, -1]
```

This is the matrix from the opening example.

```lean
/-- Weights of three atoms: the first two share one grid point equally, the third owns the
other point. -/
def sharedWeights : Fin 3 → Fin 2 → ℝ := ![![1/2, 0], ![1/2, 0], ![0, 1]]
```

Lean counts from zero: atoms 0 and 1 each hold half of point 0, and atom 2 holds point 1.

```lean
/-- The two-point response with the shared weights meets all hypotheses of
`condensed_response`, and its condensed response between the first two atoms is negative. -/
theorem condensed_response_witness :
    pairResponse.IsSymm ∧ (∀ u : Fin 2 → ℝ, u ⬝ᵥ pairResponse *ᵥ u ≤ 0) ∧
    (∀ g, ∑ h, pairResponse g h = 0) ∧ (∀ g, ∑ a, sharedWeights a g = 1) ∧
    condensed pairResponse sharedWeights 0 1 = -1/4 := by
  refine ⟨?_, fun u => ?_, fun g => ?_, fun g => ?_, ?_⟩
  · ext i j
    fin_cases i <;> fin_cases j <;> simp [pairResponse]
  · simp [pairResponse, dotProduct, Matrix.mulVec, Fin.sum_univ_two]
    nlinarith [sq_nonneg (u 0 - u 1)]
  · fin_cases g <;> simp [pairResponse, Fin.sum_univ_two]
  · fin_cases g <;> norm_num [sharedWeights, Fin.sum_univ_succ]
  · norm_num [condensed, pairResponse, sharedWeights, dotProduct, Matrix.mulVec,
      Fin.sum_univ_two]

end

end StockholderCondensedResponse
```

The first four parts check the hypotheses of `condensed_response`. Negativity follows from $u^TXu=-(u_0-u_1)^2$, which is the square handed to `nlinarith`; the other parts are finite arithmetic. For the last part, $Xw_1=(-\tfrac12,\tfrac12)$, so

$$K_{01}=\tfrac12\cdot\left(-\tfrac12\right)=-\tfrac14.$$

The off-diagonal elements of $X$ are positive, yet this one of $K$ is negative. Raising the potential on atom 1 also drains electrons from atom 0, because the two share a grid point.

## Keeping the quadrature weights explicit

The matrix $X$ already contains any integration weights of the grid. Another model would keep a response kernel $\chi_{gh}$ and quadrature weights $\lambda_g$ apart, with

$$K_{ab}=\sum_{g,h}\lambda_g\,w_a(g)\,\chi_{gh}\,w_b(h)\,\lambda_h.$$

The conservation hypothesis would then read $\sum_h\chi_{gh}\lambda_h=0$, closer to the integral over space. Setting $X_{gh}=\lambda_g\chi_{gh}\lambda_h$ leads back to the present form, and $X$ inherits symmetry and negativity from $\chi$.

```lean
#print axioms StockholderCondensedResponse.stockholder_sum
#print axioms StockholderCondensedResponse.condensed_condensed
#print axioms StockholderCondensedResponse.condensed_response
#print axioms StockholderCondensedResponse.condensed_quadratic_eq_zero_iff
```

```
'StockholderCondensedResponse.stockholder_sum' depends on axioms: [propext, Classical.choice, Quot.sound]
'StockholderCondensedResponse.condensed_condensed' depends on axioms: [propext, Classical.choice, Quot.sound]
'StockholderCondensedResponse.condensed_response' depends on axioms: [propext, Classical.choice, Quot.sound]
'StockholderCondensedResponse.condensed_quadratic_eq_zero_iff' depends on axioms: [propext, Classical.choice, Quot.sound]
```
